# For antisymmetric \(Z\), the operators \(c_k-\sum_j Z_{kj}c_j^*\) annihilate the Thouless state

To evaluate an expectation value in a paired mean-field state, I rewrite the operators in terms of quasiparticles and move those that annihilate the state to the right. With finitely many fermion modes \(c_k\), a vacuum \(\Omega\) and an antisymmetric complex matrix \(Z\), I write the state as

\[
e^B\Omega,\qquad B=\tfrac12\sum_{i,j}Z_{ij}\,c_i^*c_j^* ,
\]

and use \(\gamma_k=c_k-\sum_j Z_{kj}c_j^*\) as its annihilators. The signs and the factor \(\tfrac12\) are easy to get wrong. Can the claim \(e^B c_k e^{-B}=\gamma_k\), with its consequences for the state, be made rigorous and machine-checked?

## Moving an annihilator through \(e^B\)

Yes, and the argument is purely algebraic. Write \(\{x,y\}=xy+yx\) and \([x,y]=xy-yx\). The modes satisfy \(\{c_i,c_j\}=0\) and \(\{c_i,c_j^*\}=\delta_{ij}\). Taking adjoints of the first relation shows that creators anticommute, so \((c_i^*)^2=0\). A pair \(c_i^*c_j^*\) passes a third creator with two sign changes and therefore commutes with it. Hence all pairs commute with each other, and each squares to zero:

\[
c_i^*c_j^*c_i^*c_j^*=c_i^*c_i^*c_j^*c_j^*=0 .
\]

As a finite sum of commuting nilpotent terms, \(B\) is nilpotent, and its exponential series terminates.

For an annihilator,

\[
[c_i^*c_j^*,c_k]=c_i^*\{c_k,c_j^*\}-\{c_k,c_i^*\}c_j^*
=\delta_{kj}c_i^*-\delta_{ki}c_j^* .
\]

Summing with weights \(\tfrac12 Z_{ij}\) and using \(Z_{ik}=-Z_{ki}\) gives

\[
[B,c_k]=\tfrac12\Big(\sum_i Z_{ik}c_i^*-\sum_j Z_{kj}c_j^*\Big)=-d_k,
\qquad d_k=\sum_j Z_{kj}c_j^* .
\]

Since \(B\) commutes with \(d_k\), induction on \(m\) gives

\[
B^{m+1}c_k=c_kB^{m+1}-(m+1)\,d_kB^m .
\]

The induction step multiplies by \(B\) on the left and uses \(Bc_k=c_kB-d_k\), which adds one more \(d_kB^{m+1}\). Dividing by \((m+1)!\), summing over \(m\ge0\) and adding the zeroth-order term \(c_k\) yields

\[
e^Bc_k=(c_k-d_k)e^B=\gamma_k e^B .
\]

Multiplication by \(e^{-B}\) on the right gives the transformation. If every \(c_k\) annihilates \(\Omega\), then \(\gamma_ke^B\Omega=e^Bc_k\Omega=0\). If \(\Omega\ne0\), then \(e^B\Omega\neq0\), because \(e^{-B}\) recovers \(\Omega\). Conversely, if all \(\gamma_k\) annihilate \(\psi\), set \(\Omega=e^{-B}\psi\). Then \(c_k\Omega=e^{-B}\gamma_k\psi=0\) and \(\psi=e^B\Omega\).

Finally, the cross terms between two annihilators or two creators vanish, leaving

\[
\{\gamma_k,\gamma_l^*\}=\delta_{kl}+\sum_m Z_{km}\overline{Z_{lm}}=(1+ZZ^\dagger)_{kl}.
\]

Unless \(Z=0\), the \(\gamma_k\) are thus not all normalised. The combinations \(\sum_k[(1+ZZ^\dagger)^{-1/2}]_{ak}\gamma_k\) have mixed anticommutators \(\delta_{ab}\).

## Two modes with \(Z_{01}=2\)

Number the modes 0 and 1, as Lean does, and take \(Z_{01}=2=-Z_{10}\). Then \(B=2c_0^*c_1^*\), \(B^2=0\) and \(e^B\Omega=\Omega+2c_0^*c_1^*\Omega\). The operators are \(\gamma_0=c_0-2c_1^*\) and \(\gamma_1=c_1+2c_0^*\), and

\[
\gamma_0e^B\Omega=2c_1^*\Omega-2c_1^*\Omega=0,\qquad
\gamma_1e^B\Omega=-2c_0^*\Omega+2c_0^*\Omega=0 .
\]

Here \(1+ZZ^\dagger\) is 5 times the identity, so the normalised operators are \(\gamma_k/\sqrt5\). For a unit vacuum vector in Fock space, the normalised state is \((\Omega+2c_0^*c_1^*\Omega)/\sqrt5\), with pair probability \(4/5\).

## Modes, states and the exponential in Lean

The operators live in a ring `A` with an adjoint `star` and complex scalars. `IsCAR c` states the anticommutation relations for `n` modes; physically, these encode fermionic exchange and the orthonormality of the chosen orbitals. `pairOp Z c` is \(B\), and `quasi Z c k` is \(\gamma_k\). The hypothesis `Zᵀ = -Z` is antisymmetry. It matters because a symmetric part of \(Z\) would cancel from \(B\) but remain in \(\gamma_k\).

States are elements of a left module `V`, with `•` as the action of operators on them. No inner product is required, so the theorem says that the Thouless state is nonzero and says nothing about its norm. The existence of a nonzero vacuum is a hypothesis. `IsNilpotent.exp` is the terminating series; its rational coefficients account for `Algebra ℚ A`. The anticommutator theorem also assumes `StarModule ℂ A`, which makes the adjoint conjugate complex coefficients.

The converse starts from operators already given in the form \(\gamma_k\). It does not show that a general Bogoliubov vacuum overlapping \(\Omega\) admits such a \(Z\), which is the usual content of Thouless's theorem. No Hamiltonian appears, and nothing determines \(Z\). For BCS or Hartree–Fock–Bogoliubov work with finitely many modes, the result justifies the annihilation rule once a state of this exponential form has been chosen.

```lean
import Mathlib

open Matrix

namespace ThoulessQuasiparticles

noncomputable section

variable {n : ℕ} {A : Type*} [Ring A] [StarRing A]

/-- The canonical anticommutation relations for `n` fermionic modes with annihilators `c i`
and creators `star (c i)`. -/
structure IsCAR (c : Fin n → A) : Prop where
  anti : ∀ i j, c i * c j + c j * c i = 0
  mixed : ∀ i j, c i * star (c j) + star (c j) * c i = if i = j then 1 else 0

/-- Any two creators anticommute. -/
theorem creators_anticommute {c : Fin n → A} (h : IsCAR c) (i j : Fin n) :
    star (c i) * star (c j) + star (c j) * star (c i) = 0 := by
  have := congrArg star (h.anti j i)
  simpa only [star_add, star_mul, star_zero] using this

/-- A product of two creators commutes with every creator. -/
theorem creator_pair_commute {c : Fin n → A} (h : IsCAR c) (i j k : Fin n) :
    Commute (star (c i) * star (c j)) (star (c k)) := by
  have e : star (c i) * star (c j) * star (c k) - star (c k) * (star (c i) * star (c j))
      = star (c i) * (star (c j) * star (c k) + star (c k) * star (c j))
        - (star (c i) * star (c k) + star (c k) * star (c i)) * star (c j) := by
    noncomm_ring
  rw [creators_anticommute h j k, creators_anticommute h i k, mul_zero, zero_mul,
    sub_zero] at e
  exact sub_eq_zero.mp e

variable [Algebra ℂ A]

/-- The pair creation operator `B = (1/2) ∑ Z i j c_i* c_j*`. -/
def pairOp (Z : Matrix (Fin n) (Fin n) ℂ) (c : Fin n → A) : A :=
  (1 / 2 : ℂ) • ∑ i, ∑ j, Z i j • (star (c i) * star (c j))

/-- The (unnormalised) quasiparticle operator `c_k - ∑ Z k j c_j*`. -/
def quasi (Z : Matrix (Fin n) (Fin n) ℂ) (c : Fin n → A) (k : Fin n) : A :=
  c k - ∑ j, Z k j • star (c j)

/-- The pair creation operator is nilpotent. -/
theorem pairOp_isNilpotent {c : Fin n → A} (h : IsCAR c) (Z : Matrix (Fin n) (Fin n) ℂ) :
    IsNilpotent (pairOp Z c) := by
  -- every creator squares to zero
  have sq (i : Fin n) : star (c i) * star (c i) = 0 := by
    have e : star (c i) * star (c i)
        = (1 / 2 : ℂ) • (star (c i) * star (c i) + star (c i) * star (c i)) := by module
    rw [e, creators_anticommute h i i, smul_zero]
  -- so B is a sum of commuting terms, each of square zero
  have hs : IsNilpotent (∑ p : Fin n × Fin n,
      Z p.1 p.2 • (star (c p.1) * star (c p.2))) := by
    apply Commute.isNilpotent_sum
    · intro p _
      refine ⟨2, ?_⟩
      rw [smul_pow, pow_two (star (c p.1) * star (c p.2)), ← mul_assoc,
        (creator_pair_commute h p.1 p.2 p.1).eq, ← mul_assoc, sq, zero_mul, zero_mul,
        smul_zero]
    · intro p q _ _
      exact (((creator_pair_commute h p.1 p.2 q.1).mul_right
        (creator_pair_commute h p.1 p.2 q.2)).smul_left _).smul_right _
  simp only [Fintype.sum_prod_type] at hs
  obtain ⟨m, hm⟩ := hs
  exact ⟨m, by rw [pairOp, smul_pow, hm, smul_zero]⟩

/-- For antisymmetric `Z`, the commutator of `B` with an annihilator is a combination of
creators: `[B, c_k] = -∑ Z k j c_j*`. -/
theorem pairOp_commutator {c : Fin n → A} (h : IsCAR c) {Z : Matrix (Fin n) (Fin n) ℂ}
    (hZ : Zᵀ = -Z) (k : Fin n) :
    pairOp Z c * c k - c k * pairOp Z c = -∑ j, Z k j • star (c j) := by
  have term (i j : Fin n) : star (c i) * star (c j) * c k - c k * (star (c i) * star (c j))
      = (if k = j then star (c i) else 0) - (if k = i then star (c j) else 0) := by
    have e : star (c i) * star (c j) * c k - c k * (star (c i) * star (c j))
        = star (c i) * (c k * star (c j) + star (c j) * c k)
          - (c k * star (c i) + star (c i) * c k) * star (c j) := by noncomm_ring
    rw [e, h.mixed, h.mixed]
    split_ifs <;> simp
  have s1 : ∑ i, ∑ j, Z i j • (if k = j then star (c i) else 0)
      = ∑ i, Z i k • star (c i) := by simp
  have s2 : ∑ i, ∑ j, Z i j • (if k = i then star (c j) else 0)
      = ∑ j, Z k j • star (c j) := by
    rw [Finset.sum_comm]
    simp
  -- antisymmetry makes the two contractions add up
  have s3 : ∑ i, Z i k • star (c i) = -∑ i, Z k i • star (c i) := by
    rw [← Finset.sum_neg_distrib]
    refine Finset.sum_congr rfl fun i _ => ?_
    have hik : Z i k = -Z k i := by simpa using congrFun (congrFun hZ k) i
    rw [hik, neg_smul]
  calc pairOp Z c * c k - c k * pairOp Z c
      = (1 / 2 : ℂ) • ∑ i, ∑ j, Z i j •
          (star (c i) * star (c j) * c k - c k * (star (c i) * star (c j))) := by
        simp only [pairOp, smul_mul_assoc, mul_smul_comm, Finset.sum_mul, Finset.mul_sum,
          smul_sub, Finset.sum_sub_distrib]
    _ = (1 / 2 : ℂ) • (∑ i, Z i k • star (c i) - ∑ j, Z k j • star (c j)) := by
        simp only [term, smul_sub, Finset.sum_sub_distrib, s1, s2]
    _ = -∑ j, Z k j • star (c j) := by
        rw [s3]
        module

/-- If `[b, x] = -d` with `b` nilpotent and commuting with `d`, then
`exp(b) x = (x - d) exp(b)`. -/
theorem exp_mul_of_commutator {R : Type*} [Ring R] [Algebra ℚ R] {b x d : R}
    (hb : IsNilpotent b) (hx : b * x - x * b = -d) (hd : Commute b d) :
    IsNilpotent.exp b * x = (x - d) * IsNilpotent.exp b := by
  obtain ⟨N, hN⟩ := hb
  have hbx : b * x = x * b - d := by
    rw [sub_eq_iff_eq_add] at hx
    rw [hx]
    abel
  -- moving x through a power of b
  have power (m : ℕ) :
      b ^ (m + 1) * x = x * b ^ (m + 1) - ((m : ℚ) + 1) • (d * b ^ m) := by
    induction m with
    | zero => simp [hbx]
    | succ m ih =>
      calc b ^ (m + 1 + 1) * x = b * (b ^ (m + 1) * x) := by
            rw [pow_succ' b (m + 1), mul_assoc]
        _ = (b * x) * b ^ (m + 1) - ((m : ℚ) + 1) • ((b * d) * b ^ m) := by
            rw [ih]
            simp only [mul_sub, mul_smul_comm, mul_assoc]
        _ = _ := by
            rw [hbx, hd.eq, sub_mul, mul_assoc x, mul_assoc d, ← pow_succ', ← pow_succ']
            push_cast
            module
  have fac (m : ℕ) : ((m + 1).factorial : ℚ)⁻¹ * ((m : ℚ) + 1) = (m.factorial : ℚ)⁻¹ := by
    have h1 : (m.factorial : ℚ) ≠ 0 := by positivity
    have h2 : (m : ℚ) + 1 ≠ 0 := by positivity
    rw [Nat.factorial_succ]
    push_cast
    field_simp
  have E0 := IsNilpotent.exp_eq_sum hN
  have E1 := IsNilpotent.exp_eq_sum (show b ^ (N + 1) = 0 by rw [pow_succ, hN, zero_mul])
  -- summing the exponential series
  calc IsNilpotent.exp b * x
      = ∑ m ∈ Finset.range N, ((m + 1).factorial : ℚ)⁻¹ • (b ^ (m + 1) * x) + x := by
        rw [E1, Finset.sum_range_succ', add_mul, Finset.sum_mul]
        simp only [smul_mul_assoc, Nat.factorial_zero, Nat.cast_one, inv_one, one_smul,
          pow_zero, one_mul]
    _ = ∑ m ∈ Finset.range N, (((m + 1).factorial : ℚ)⁻¹ • (x * b ^ (m + 1))
          - (m.factorial : ℚ)⁻¹ • (d * b ^ m)) + x := by
        congr 1
        refine Finset.sum_congr rfl fun m _ => ?_
        rw [power m, smul_sub, smul_smul, fac m]
    _ = x * (∑ m ∈ Finset.range (N + 1), (m.factorial : ℚ)⁻¹ • b ^ m)
          - d * ∑ m ∈ Finset.range N, (m.factorial : ℚ)⁻¹ • b ^ m := by
        rw [Finset.sum_range_succ', mul_add, Finset.mul_sum, Finset.mul_sum,
          Finset.sum_sub_distrib]
        simp only [mul_smul_comm, Nat.factorial_zero, Nat.cast_one, inv_one, one_smul,
          pow_zero, mul_one]
        abel
    _ = (x - d) * IsNilpotent.exp b := by rw [sub_mul, ← E1, ← E0]

/-- For antisymmetric `Z`, the Thouless transformation turns each annihilator into a quasiparticle
operator: `exp(B) c_k exp(-B) = c_k - ∑ Z k j c_j*`. -/
theorem thouless_transformation [Algebra ℚ A] {c : Fin n → A} (h : IsCAR c)
    {Z : Matrix (Fin n) (Fin n) ℂ} (hZ : Zᵀ = -Z) (k : Fin n) :
    IsNilpotent.exp (pairOp Z c) * c k * IsNilpotent.exp (-pairOp Z c) = quasi Z c k := by
  have hB (j : Fin n) : Commute (pairOp Z c) (star (c j)) := by
    unfold pairOp
    exact (Commute.sum_left _ _ _ fun i _ => Commute.sum_left _ _ _ fun l _ =>
      (creator_pair_commute h i l j).smul_left _).smul_left _
  have hd : Commute (pairOp Z c) (∑ j, Z k j • star (c j)) :=
    Commute.sum_right _ _ _ fun j _ => (hB j).smul_right _
  have hnil := pairOp_isNilpotent h Z
  rw [exp_mul_of_commutator hnil (pairOp_commutator h hZ k) hd, mul_assoc,
    IsNilpotent.exp_mul_exp_neg_self hnil, mul_one, quasi]

/-- If `Z` is antisymmetric and `Ω` is a nonzero vacuum of the modes `c_k`, the Thouless state
`exp(B) Ω` is nonzero and is annihilated by every quasiparticle operator. -/
theorem thouless_state_annihilated [Algebra ℚ A] {V : Type*} [AddCommGroup V] [Module A V]
    {c : Fin n → A} (h : IsCAR c) {Z : Matrix (Fin n) (Fin n) ℂ} (hZ : Zᵀ = -Z)
    {Ω : V} (hne : Ω ≠ 0) (hΩ : ∀ k, c k • Ω = 0) :
    IsNilpotent.exp (pairOp Z c) • Ω ≠ 0 ∧
      ∀ k, quasi Z c k • (IsNilpotent.exp (pairOp Z c) • Ω) = 0 := by
  have inv := IsNilpotent.exp_neg_mul_exp_self (pairOp_isNilpotent h Z)
  refine ⟨fun h0 => hne ?_, fun k => ?_⟩
  · rw [← one_smul A Ω, ← inv, mul_smul, h0, smul_zero]
  · rw [← mul_smul, ← thouless_transformation h hZ k, mul_assoc, inv, mul_one, mul_smul,
      hΩ k, smul_zero]

/-- For antisymmetric `Z`, every state annihilated by all quasiparticle operators is `exp(B)`
applied to a state annihilated by all `c_k`. -/
theorem eq_thouless_state_of_annihilated [Algebra ℚ A] {V : Type*} [AddCommGroup V]
    [Module A V] {c : Fin n → A} (h : IsCAR c) {Z : Matrix (Fin n) (Fin n) ℂ}
    (hZ : Zᵀ = -Z) {ψ : V} (hψ : ∀ k, quasi Z c k • ψ = 0) :
    ∃ Ω : V, (∀ k, c k • Ω = 0) ∧ ψ = IsNilpotent.exp (pairOp Z c) • Ω := by
  have hnil := pairOp_isNilpotent h Z
  refine ⟨IsNilpotent.exp (-pairOp Z c) • ψ, fun k => ?_, ?_⟩
  · have e : c k * IsNilpotent.exp (-pairOp Z c)
        = IsNilpotent.exp (-pairOp Z c) * quasi Z c k := by
      rw [← thouless_transformation h hZ k, ← mul_assoc, ← mul_assoc,
        IsNilpotent.exp_neg_mul_exp_self hnil, one_mul]
    rw [← mul_smul, e, mul_smul, hψ k, smul_zero]
  · rw [← mul_smul, IsNilpotent.exp_mul_exp_neg_self hnil, one_smul]

/-- The anticommutator of a quasiparticle operator with the adjoint of another is the
corresponding entry of `1 + Z Z†`. -/
theorem quasi_mixed_anticommutator [StarModule ℂ A] {c : Fin n → A} (h : IsCAR c)
    (Z : Matrix (Fin n) (Fin n) ℂ) (k l : Fin n) :
    quasi Z c k * star (quasi Z c l) + star (quasi Z c l) * quasi Z c k
      = (1 + Z * Zᴴ) k l • (1 : A) := by
  obtain ⟨S, hS⟩ : ∃ S, S = ∑ j, Z k j • star (c j) := ⟨_, rfl⟩
  obtain ⟨T, hT⟩ : ∃ T, T = ∑ m, star (Z l m) • c m := ⟨_, rfl⟩
  have hk : quasi Z c k = c k - S := by rw [hS, quasi]
  have hl : star (quasi Z c l) = star (c l) - T := by
    simp only [hT, quasi, star_sub, star_sum, star_smul, star_star]
  have h1 : c k * T + T * c k = 0 := by
    simp only [hT, Finset.mul_sum, Finset.sum_mul, mul_smul_comm, smul_mul_assoc,
      ← Finset.sum_add_distrib, ← smul_add, h.anti, smul_zero, Finset.sum_const_zero]
  have h2 : S * star (c l) + star (c l) * S = 0 := by
    simp only [hS, Finset.mul_sum, Finset.sum_mul, mul_smul_comm, smul_mul_assoc,
      ← Finset.sum_add_distrib, ← smul_add, creators_anticommute h, smul_zero,
      Finset.sum_const_zero]
  have h3 (m : Fin n) : c m * S + S * c m = Z k m • (1 : A) := by
    simp only [hS, Finset.mul_sum, Finset.sum_mul, mul_smul_comm, smul_mul_assoc,
      ← Finset.sum_add_distrib, ← smul_add, h.mixed]
    simp
  have h4 : T * S + S * T = ∑ m, star (Z l m) • Z k m • (1 : A) := by
    simp only [hT, Finset.mul_sum, Finset.sum_mul, mul_smul_comm, smul_mul_assoc,
      ← Finset.sum_add_distrib, ← smul_add, h3]
  have e : (c k - S) * (star (c l) - T) + (star (c l) - T) * (c k - S)
      = (c k * star (c l) + star (c l) * c k) - (c k * T + T * c k)
        - (S * star (c l) + star (c l) * S) + (T * S + S * T) := by noncomm_ring
  rw [hk, hl, e, h.mixed, h1, h2, h4, sub_zero, sub_zero, Matrix.add_apply,
    Matrix.one_apply, Matrix.mul_apply, add_smul, Finset.sum_smul, ite_smul, one_smul,
    zero_smul]
  congr 1
  refine Finset.sum_congr rfl fun m _ => ?_
  rw [smul_smul, Matrix.conjTranspose_apply, mul_comm]

/-- Two fermionic modes as explicit 4 × 4 matrices. -/
def twoModes : Fin 2 → Matrix (Fin 4) (Fin 4) ℂ :=
  ![!![0, 0, 1, 0; 0, 0, 0, 1; 0, 0, 0, 0; 0, 0, 0, 0],
    !![0, 1, 0, 0; 0, 0, 0, 0; 0, 0, 0, -1; 0, 0, 0, 0]]

/-- The projector onto the first basis vector. -/
def vacuumProjector : Matrix (Fin 4) (Fin 4) ℂ :=
  !![1, 0, 0, 0; 0, 0, 0, 0; 0, 0, 0, 0; 0, 0, 0, 0]

/-- The two explicit modes obey the anticommutation relations and annihilate the nonzero vacuum
projector, and the displayed pairing matrix is antisymmetric. -/
theorem thouless_witness :
    IsCAR twoModes ∧ (∀ k, twoModes k * vacuumProjector = 0) ∧ vacuumProjector ≠ 0 ∧
      (!![0, 1; -1, 0] : Matrix (Fin 2) (Fin 2) ℂ)ᵀ = -!![0, 1; -1, 0] := by
  refine ⟨⟨fun i j => ?_, fun i j => ?_⟩, fun k => ?_, fun h0 => ?_, ?_⟩
  · fin_cases i <;> fin_cases j <;> ext a b <;> fin_cases a <;> fin_cases b <;>
      simp [twoModes]
  · ext a b
    simp only [Matrix.add_apply, Matrix.mul_apply, Fin.sum_univ_four,
      Matrix.star_eq_conjTranspose, Matrix.conjTranspose_apply]
    fin_cases i <;> fin_cases j <;> fin_cases a <;> fin_cases b <;> simp [twoModes]
  · fin_cases k <;> ext a b <;> fin_cases a <;> fin_cases b <;>
      simp [twoModes, vacuumProjector, Matrix.mul_apply, Fin.sum_univ_four]
  · have := congrFun (congrFun h0 0) 0
    simp [vacuumProjector] at this
  · ext a b
    fin_cases a <;> fin_cases b <;> simp

end

end ThoulessQuasiparticles
```

```lean
#print axioms ThoulessQuasiparticles.thouless_state_annihilated
-- 'ThoulessQuasiparticles.thouless_state_annihilated' depends on axioms: [propext, Classical.choice, Quot.sound]
#print axioms ThoulessQuasiparticles.eq_thouless_state_of_annihilated
-- 'ThoulessQuasiparticles.eq_thouless_state_of_annihilated' depends on axioms: [propext, Classical.choice, Quot.sound]
#print axioms ThoulessQuasiparticles.quasi_mixed_anticommutator
-- 'ThoulessQuasiparticles.quasi_mixed_anticommutator' depends on axioms: [propext, Classical.choice, Quot.sound]
```

## From commutators to the exponential series in the proof

`creators_anticommute` applies `star` to the annihilator relation, and `creator_pair_commute` carries out the two sign changes. `pairOp_isNilpotent` passes these facts to `Commute.isNilpotent_sum`; antisymmetry is not needed there.

In `pairOp_commutator`, `term` is the commutator of a single pair with \(c_k\). The sums `s1` and `s2` evaluate the Kronecker deltas, and `s3` uses antisymmetry to make the two contributions add.

`exp_mul_of_commutator` treats general elements `b`, `x` and `d`. Its `power` step is the induction above, `fac` cancels \(m+1\) against the factorial, and the final `calc` sums the series. `thouless_transformation` supplies the commutator and the commutation of \(B\) with \(d_k\), then cancels the exponentials.

`thouless_state_annihilated` and `eq_thouless_state_of_annihilated` use the two inverse identities for \(e^B\) and \(e^{-B}\). In `quasi_mixed_anticommutator`, `S` is \(d_k\) and `T` is \(d_l^*\); `h1` and `h2` remove the vanishing cross terms, while `h3` and `h4` produce the entry of \(ZZ^\dagger\).

`thouless_witness` checks entry by entry that a two-mode example with \(Z_{01}=1\) satisfies the hypotheses on the modes, the vacuum and \(Z\). Its vacuum is a projector in the matrix algebra, on which the modes act by left multiplication.
